# For valence levels that obey the f-sum rule, the strength into empty levels is the valence count minus the strength into the core

Take a finite set of one-electron levels \(a\) with real energies \(e_a\), and let \(X\) be the Hermitian matrix of one Cartesian position component between them. In Hartree atomic units, the oscillator strength from level \(a\) to level \(b\), for light polarised along that axis, is

\[
f_{ab} = 2\,(e_b - e_a)\,|X_{ab}|^2 .
\]

Let \(C\) be the set of core levels, \(V\) the set of \(N_v\) valence levels and \(E\) the set of all remaining levels, called empty. Write \(F(A,B)=\sum_{a\in A}\sum_{b\in B} f_{ab}\) for the total strength from a set \(A\) to a set \(B\), and \(H\) for the diagonal matrix of the energies. If every core level lies strictly below every valence level, and \([X,[H,X]]_{vv}=1\) for each \(v\in V\), then

\[
F(V,E) = N_v - F(V,C) \;\ge\; N_v ,
\]

and the inequality is strict exactly when some valence-core element \(X_{vc}\) is nonzero.

## Checking the integrated strength of a valence-only spectrum

A code that builds an independent-particle absorption spectrum from valence-to-empty transitions can compare the summed strength with an electron count. Within this finite, non-interacting model, the right reference is \(N_v - F(V,C)\), and a converged sum above \(N_v\) is not in itself a sign of an error.

The case arises in PAW and ultrasoft calculations when the optical matrix elements are reconstructed to all-electron form. The core levels are then absent from the list of bands, but they still belong to the complete set of final states over which the sum rule runs. Transitions from valence to core are blocked by the Pauli principle and don't appear in the spectrum. Their formal strength is negative, or zero where the matrix element vanishes, so leaving them out can raise the sum but never lower it.

The count \(N_v\) is a number of levels. With spin-orbitals it is the number of valence electrons; with doubly occupied spatial orbitals, both sides are multiplied by two.

## From the double commutator to the level sums

Since \(H\) is diagonal, the inner commutator has elements

\[
[H,X]_{ab} = (e_a - e_b)\,X_{ab}.
\]

A diagonal element of the double commutator is therefore

\[
[X,[H,X]]_{aa}
= \sum_b \Big( X_{ab}(e_b-e_a)X_{ba} - (e_a-e_b)X_{ab}X_{ba} \Big)
= \sum_b 2(e_b-e_a)\,X_{ab}X_{ba}.
\]

Hermiticity gives \(X_{ba}=\overline{X_{ab}}\), so \(X_{ab}X_{ba}=|X_{ab}|^2\) and

\[
[X,[H,X]]_{aa} = \sum_b f_{ab}.
\]

For a valence level the left side is 1 by hypothesis. Summing over \(V\) gives

\[
\sum_{v\in V}\sum_b f_{vb} = N_v .
\]

No level is both core and valence, because its energy would then lie below itself. Each final state \(b\) thus belongs to exactly one of \(C\), \(V\) and \(E\), and

\[
N_v = F(V,C) + F(V,V) + F(V,E).
\]

Exchanging the two levels changes the sign of the energy difference and leaves \(|X_{ab}|\) as it was, so \(f_{ba}=-f_{ab}\). Hence \(F(V,V)=-F(V,V)=0\), which leaves \(F(V,E)=N_v-F(V,C)\).

For the bound, look at a single term of \(F(V,C)\):

\[
f_{vc} = -2\,(e_v-e_c)\,|X_{vc}|^2 \le 0 .
\]

The energy difference \(e_v-e_c\) is strictly positive, so the term is zero if \(X_{vc}=0\) and negative otherwise. A sum of non-positive terms is negative exactly when at least one term is. This gives both \(F(V,E)\ge N_v\) and the condition for strict inequality.

## Three levels are enough for an excess

With no core levels, \(F(V,C)=0\) and the valence-to-empty strength is exactly \(N_v\). An excess needs a core level, a valence level and at least one empty level to receive the strength, so three levels are the minimum.

Take energies \(0, 1, 4\) for core, valence and empty, numbered 0, 1, 2, with \(X_{01}=X_{12}=1/2\), \(X_{02}=1/4\) and zero diagonal. Then

\[
f_{10} = 2(0-1)\tfrac14 = -\tfrac12, \qquad
f_{12} = 2(4-1)\tfrac14 = \tfrac32 .
\]

They add up to 1, as the sum rule for the valence level requires, while the visible strength is \(3/2\) for one valence level. The core level also obeys the rule, since \(f_{01}+f_{02}=\tfrac12+\tfrac12=1\). Core and valence together send \(\tfrac12+\tfrac32=2\) into the empty level, one unit per occupied level.

## The Lean file

```lean
import Mathlib

open Matrix

namespace ValenceSumRule

noncomputable section

variable {n : Type*} [Fintype n] [DecidableEq n]

/-- The Hamiltonian in its eigenbasis: a diagonal matrix of real energy levels. -/
def hamiltonian (e : n → ℝ) : Matrix n n ℂ := Matrix.diagonal fun a => (e a : ℂ)

/-- The double commutator `[X, [H, X]]` of the position matrix with the Hamiltonian. -/
def doubleComm (e : n → ℝ) (X : Matrix n n ℂ) : Matrix n n ℂ :=
  X * (hamiltonian e * X - X * hamiltonian e) - (hamiltonian e * X - X * hamiltonian e) * X

/-- The oscillator strength `2 (e_b - e_a) |X_ab|²` of the transition from `a` to `b`. -/
def osc (e : n → ℝ) (X : Matrix n n ℂ) (a b : n) : ℝ := 2 * (e b - e a) * ‖X a b‖ ^ 2

/-- The total oscillator strength of all transitions from levels in `A` to levels in `B`. -/
def strength (e : n → ℝ) (X : Matrix n n ℂ) (A B : Finset n) : ℝ :=
  ∑ a ∈ A, ∑ b ∈ B, osc e X a b

/-- For Hermitian `X`, a diagonal element of the double commutator is the sum of the
oscillator strengths from that level to all levels. -/
theorem doubleComm_diag {e : n → ℝ} {X : Matrix n n ℂ} (hX : X.IsHermitian) (a : n) :
    doubleComm e X a a = ((∑ b, osc e X a b : ℝ) : ℂ) := by
  -- matrix elements of the inner commutator
  have comm : ∀ i j, (hamiltonian e * X - X * hamiltonian e) i j
      = ((e i : ℂ) - e j) * X i j := by
    intro i j
    rw [Matrix.sub_apply, hamiltonian, Matrix.diagonal_mul, Matrix.mul_diagonal]
    ring
  have key : ∀ b, X a b * X b a = ((‖X a b‖ ^ 2 : ℝ) : ℂ) := by
    intro b
    have h : X b a = star (X a b) := (hX.apply b a).symm
    rw [h, Complex.star_def, Complex.mul_conj, Complex.normSq_eq_norm_sq]
  rw [doubleComm, Matrix.sub_apply, Matrix.mul_apply, Matrix.mul_apply,
    ← Finset.sum_sub_distrib, Complex.ofReal_sum]
  refine Finset.sum_congr rfl fun b _ => ?_
  have hb := key b
  rw [comm b a, comm a b, osc]
  push_cast at hb ⊢
  linear_combination 2 * ((e b : ℂ) - e a) * hb

omit [Fintype n] [DecidableEq n] in
/-- For Hermitian `X`, reversing the transitions between two sets of levels reverses the
sign of their total oscillator strength. -/
theorem strength_swap {e : n → ℝ} {X : Matrix n n ℂ} (hX : X.IsHermitian) (A B : Finset n) :
    strength e X A B = -strength e X B A := by
  unfold strength
  rw [Finset.sum_comm]
  simp only [← Finset.sum_neg_distrib]
  refine Finset.sum_congr rfl fun b _ => Finset.sum_congr rfl fun a _ => ?_
  have h : ‖X b a‖ = ‖X a b‖ := by rw [← hX.apply b a, norm_star]
  rw [osc, osc, h]
  ring

/-- For Hermitian `X` and disjoint sets `C` and `V`, if the double commutator has diagonal
element 1 on each level of `V`, the strength from `V` to the levels outside `C` and `V` is the
number of levels in `V` minus the strength from `V` to `C`. -/
theorem strength_to_empty {e : n → ℝ} {X : Matrix n n ℂ} (hX : X.IsHermitian)
    {C V : Finset n} (hd : Disjoint C V) (hV : ∀ v ∈ V, doubleComm e X v v = 1) :
    strength e X V (C ∪ V)ᶜ = V.card - strength e X V C := by
  have row : ∀ v ∈ V, ∑ b, osc e X v b = 1 := by
    intro v hv
    have h := (doubleComm_diag hX v).symm.trans (hV v hv)
    exact_mod_cast h
  have total : strength e X V Finset.univ = V.card := by
    unfold strength
    rw [Finset.sum_congr rfl row]
    simp
  -- final states are core, valence or empty
  have split : strength e X V Finset.univ
      = strength e X V C + strength e X V V + strength e X V (C ∪ V)ᶜ := by
    unfold strength
    rw [← Finset.sum_add_distrib, ← Finset.sum_add_distrib]
    refine Finset.sum_congr rfl fun v _ => ?_
    rw [← Finset.sum_union hd, Finset.sum_add_sum_compl]
  -- transitions inside the valence set cancel in pairs
  have inner := strength_swap (e := e) hX V V
  linarith

omit [Fintype n] [DecidableEq n] in
/-- If every level of `C` lies below every level of `V`, the strength from `V` to `C` is never
positive, and it is negative exactly when `X v c` is nonzero for some `v` in `V` and `c` in `C`. -/
theorem strength_to_core {e : n → ℝ} (X : Matrix n n ℂ) {C V : Finset n}
    (hlt : ∀ c ∈ C, ∀ v ∈ V, e c < e v) :
    strength e X V C ≤ 0 ∧ (strength e X V C < 0 ↔ ∃ v ∈ V, ∃ c ∈ C, X v c ≠ 0) := by
  have hle : ∀ v ∈ V, ∀ c ∈ C, osc e X v c ≤ 0 := by
    intro v hv c hc
    have h := mul_nonneg (sub_nonneg.2 (hlt c hc v hv).le) (sq_nonneg ‖X v c‖)
    unfold osc
    linarith
  have hrow : ∀ v ∈ V, ∑ c ∈ C, osc e X v c ≤ 0 :=
    fun v hv => Finset.sum_nonpos (hle v hv)
  refine ⟨Finset.sum_nonpos hrow, ?_, ?_⟩
  · intro hneg
    by_contra hno
    have hzero : strength e X V C = 0 := by
      refine Finset.sum_eq_zero fun v hv => Finset.sum_eq_zero fun c hc => ?_
      have hx : X v c = 0 := by
        by_contra hx
        exact hno ⟨v, hv, c, hc, hx⟩
      simp [osc, hx]
    linarith
  · rintro ⟨v, hv, c, hc, hx⟩
    -- one nonzero matrix element makes its term strictly negative
    have hterm : osc e X v c < 0 := by
      have h := mul_pos (sub_pos.2 (hlt c hc v hv)) (pow_pos (norm_pos_iff.2 hx) 2)
      unfold osc
      linarith
    have hsum : ∑ d ∈ C, osc e X v d < 0 := by
      have h := Finset.sum_lt_sum (g := fun _ => (0 : ℝ)) (hle v hv) ⟨c, hc, hterm⟩
      simpa using h
    have h := Finset.sum_lt_sum (g := fun _ => (0 : ℝ)) hrow ⟨v, hv, hsum⟩
    simpa [strength] using h

/-- Let `X` be Hermitian, the core levels lie below the valence levels, and the double
commutator have diagonal element 1 on each valence level. Then the valence-to-empty strength is
the number of valence levels minus the valence-to-core strength; it is at least that number,
and exceeds it exactly when some valence-core matrix element is nonzero. -/
theorem valence_sum_rule {e : n → ℝ} {X : Matrix n n ℂ} (hX : X.IsHermitian)
    {C V : Finset n} (hlt : ∀ c ∈ C, ∀ v ∈ V, e c < e v)
    (hV : ∀ v ∈ V, doubleComm e X v v = 1) :
    strength e X V (C ∪ V)ᶜ = V.card - strength e X V C ∧
    (V.card : ℝ) ≤ strength e X V (C ∪ V)ᶜ ∧
    ((V.card : ℝ) < strength e X V (C ∪ V)ᶜ ↔ ∃ v ∈ V, ∃ c ∈ C, X v c ≠ 0) := by
  -- the energy ordering already separates core from valence
  have hd : Disjoint C V :=
    Finset.disjoint_left.2 fun a hc hv => lt_irrefl _ (hlt a hc a hv)
  have heq := strength_to_empty hX hd hV
  obtain ⟨hle, hiff⟩ := strength_to_core X hlt
  refine ⟨heq, by linarith, ?_⟩
  rw [← hiff, heq]
  constructor <;> intro h <;> linarith

/-- For Hermitian `X`, if the double commutator has diagonal element 1 on every level of a set
`S`, the strength from `S` to all other levels is the number of levels in `S`. -/
theorem occupied_sum_rule {e : n → ℝ} {X : Matrix n n ℂ} (hX : X.IsHermitian)
    {S : Finset n} (hS : ∀ a ∈ S, doubleComm e X a a = 1) :
    strength e X S Sᶜ = S.card := by
  have h := strength_to_empty hX (Finset.disjoint_empty_left S) hS
  simpa [strength] using h

/-- Energies of a three-level model: core 0, valence 1, empty 4. -/
def modelE : Fin 3 → ℝ := ![0, 1, 4]

/-- Position matrix of the three-level model. -/
def modelX : Matrix (Fin 3) (Fin 3) ℂ := !![0, 1/2, 1/4; 1/2, 0, 1/2; 1/4, 1/2, 0]

/-- In the three-level model `X` is Hermitian, the core level lies below the valence level, both
have double-commutator element 1, their mutual matrix element is nonzero, and the
valence-to-empty strength is 3/2. -/
theorem valence_sum_rule_witness :
    modelX.IsHermitian ∧ modelE 0 < modelE 1 ∧
    doubleComm modelE modelX 0 0 = 1 ∧ doubleComm modelE modelX 1 1 = 1 ∧
    modelX 1 0 ≠ 0 ∧ strength modelE modelX {1} {2} = 3 / 2 := by
  have hX : modelX.IsHermitian := by
    ext i j
    fin_cases i <;> fin_cases j <;> simp [modelX]
  have h0 : ∑ b, osc modelE modelX 0 b = 1 := by
    norm_num [Fin.sum_univ_succ, osc, modelE, modelX]
  have h1 : ∑ b, osc modelE modelX 1 b = 1 := by
    norm_num [Fin.sum_univ_succ, osc, modelE, modelX]
  refine ⟨hX, ?_, ?_, ?_, ?_, ?_⟩
  · norm_num [modelE]
  · rw [doubleComm_diag hX, h0, Complex.ofReal_one]
  · rw [doubleComm_diag hX, h1, Complex.ofReal_one]
  · norm_num [modelX]
  · have e1 : modelE 1 = 1 := rfl
    have e2 : modelE 2 = 4 := rfl
    have x12 : modelX 1 2 = 1 / 2 := rfl
    rw [strength, Finset.sum_singleton, Finset.sum_singleton, osc, e1, e2, x12]
    norm_num

end

end ValenceSumRule
```

```lean
#print axioms ValenceSumRule.valence_sum_rule
-- 'ValenceSumRule.valence_sum_rule' depends on axioms: [propext, Classical.choice, Quot.sound]
#print axioms ValenceSumRule.occupied_sum_rule
-- 'ValenceSumRule.occupied_sum_rule' depends on axioms: [propext, Classical.choice, Quot.sound]
```

## The statement in terms of matrices and level sets

The type `n` is a finite set of level labels, and `e : n → ℝ` gives their energies. `hamiltonian e` is the diagonal matrix \(H\), so all matrices are written in the eigenbasis. `doubleComm e X` is \([X,[H,X]]\) written out as matrix products; the sum over oscillator strengths is derived from it and not built into the definition. `osc e X a b` is \(f_{ab}\), with the initial level first, and `strength e X A B` is \(F(A,B)\).

In `valence_sum_rule`, `hX` states that \(X\) is Hermitian, `hlt` that each core level lies below each valence level, and `hV` that the double commutator has diagonal element 1 on each valence level. The set \(E\) of empty levels is `(C ∪ V)ᶜ`, the complement of core and valence together, and `V.card` is \(N_v\). The conclusion has three parts: the equality, the lower bound and the equivalence for strict inequality.

Two companion results go with it. `occupied_sum_rule` says that any set of levels whose members all obey the sum rule sends a total strength equal to its number of levels into its complement. `valence_sum_rule_witness` records the three-level example, so the hypotheses of the main theorem are satisfiable with a nonzero valence-core element.

## The lemmas behind the equality and the bound

`doubleComm_diag` is the commutator calculation. Its local fact `comm` gives the elements of \([H,X]\), and `key` turns \(X_{ab}X_{ba}\) into \(|X_{ab}|^2\). The closing `linear_combination` multiplies `key` by \(2(e_b-e_a)\), which is the factor found above.

`strength_swap` proves \(F(A,B)=-F(B,A)\) by exchanging the order of the two sums and comparing terms.

`strength_to_empty` proves the equality. Its steps `row`, `total`, `split` and `inner` are the sum rule for one valence level, its sum over \(V\), the division of the final states into three sets, and the cancellation inside \(V\). `linarith` then solves for the valence-to-empty strength. This lemma asks only that \(C\) and \(V\) be disjoint; the energy order is not used.

`strength_to_core` supplies the signs. If the total is negative but every valence-core element vanishes, the total is also zero, a contradiction. Conversely, one nonzero element makes its own term negative, then the sum over core levels for that valence level, then the whole double sum; `Finset.sum_lt_sum` is applied once for each of the two sums.

`valence_sum_rule` obtains disjointness from the energy order and combines the two lemmas. `occupied_sum_rule` is the equality with an empty core.

## An assumed sum rule and a complete set of empty levels

The condition \([X,[H,X]]_{vv}=1\) is assumed. It stands for the canonical commutation relation: for \(H=\mathbf p^2/2+U(\mathbf r)\) with a local potential \(U\), one has \([H,x]=-ip_x\) and \([x,[H,x]]=1\). The Thomas–Reiche–Kuhn rule derives the unit value from such a Hamiltonian, whereas the theorem starts from that value and works out what it implies for a core-valence partition.

A code should test this condition before it uses the bound, for two reasons.

- **Nonlocal potentials.** A nonlocal pseudopotential or exact exchange generally adds a term to \([H,x]\), and the diagonal element then need not be 1. The derivation above still goes through with \(\sum_{v\in V}[X,[H,X]]_{vv}\) in place of \(N_v\).
- **Finite bases.** The trace of a commutator of finite matrices is zero, so the diagonal elements can't all equal 1. In the three-level example the empty level has the value \(-2\). The theorem asks for the unit value on valence levels only, which a finite matrix can satisfy.

The set \(E\) contains every level outside core and valence. A calculation that keeps only some of the empty bands evaluates part of \(F(V,E)\), and that part can lie below \(N_v\). If all empty levels lie above the valence levels, each omitted term is non-negative and the partial sum approaches the full one from below. The theorem itself places no condition on the energies of the empty levels.

All levels must be eigenstates of one and the same \(H\). Core states taken from a frozen atomic calculation meet this only approximately, so the computed \(F(V,C)\) is then an estimate of the correction. The model also has whole levels in each set, with no fractional occupations, and a position matrix that is well defined, as for a molecule or cluster; the position operator in a periodic crystal needs separate treatment. Local-field and excitonic effects lie beyond its independent-particle transitions.
